# A Poincaré inequality with weighted derivative for real polynomials under $e^{-x}$, with equality exactly at degree at most one

## Can this spectral gap be proved rigorously and machine-checked?

Should the average of a polynomial over the weight $e^{-x}$ be an integral on the half-line, or a linear functional $I$ fixed by its moments $I(x^k)=k!$? Either reading gives a meaning to the following claim: for every real polynomial $p$,

$$I(p^2)-I(p)^2\le I(x\,p'^2),$$

with equality exactly when $\deg p\le 1$.

My interest comes from one particle in an isotropic two-dimensional oscillator. With $x=r^2$ in oscillator units, a rotationally symmetric trial state $p(x)e^{-x/2}$ with $p\ne0$ has mean energy $2\hbar\omega\,I(x\,p'^2)/I(p^2)$ above the ground state, and it is orthogonal to the ground state when $I(p)=0$. The inequality then says that such an orthogonal state lies at least $2\hbar\omega$ above the ground state in mean energy. This is the gap among rotationally symmetric states only: the first excited level of the oscillator, $\hbar\omega$ above the ground state, has angular momentum $\pm\hbar$ and contains no state of this form. I would like a rigorous proof of the inequality, checked in Lean.

## Yes: remove one Laguerre component at a time

Use the functional for the algebra, and prove that it equals the integral. Since $I(1)=1$, the left side is a variance. Integration by parts reads

$$I((xq)')=I(xq),$$

which on $q=x^k$ is just $(k+1)k!=(k+1)!$.

**Laguerre polynomials.** Set $L_0=1$ and $L_{n+1}=xL_n'+(n+1-x)L_n$. Suppose that $xL_n''+(1-x)L_n'+nL_n=0$. Differentiating the recursion and using this equation gives $L_{n+1}'=(n+1)(L_n'-L_n)$. Hence

$$xL_{n+1}''+(1-x)L_{n+1}'+(n+1)L_{n+1}=(n+1)\big[xL_n''+(1-x)L_n'+nL_n\big]=0,$$

and the equation holds for all $n$ by induction.

**Orthogonality.** Parts with $q=x^mL_n$ gives $I(x^{m+1}L_n)=(m+1)I(x^mL_n)+I(x^{m+1}L_n')$. Inserting this into the recursion,

$$I(x^mL_{n+1})=(n-m)\,I(x^mL_n),\qquad I(x^mL_n)=m!\prod_{j=0}^{n-1}(j-m).$$

This vanishes for $m<n$ and equals $(-1)^n(n!)^2$ for $m=n$. The leading coefficient of $L_n$ is $(-1)^n$, so $I(L_n^2)=(n!)^2$; the normalised polynomial is $L_n/n!$.

**The deficit.** Let $D(p)=I(xp'^2)-I(p^2)+I(p)^2$. If $\deg p\le n+1$, write $p=q+cL_{n+1}$ with $\deg q\le n$. For any polynomial $f$, parts and the Laguerre equation give

$$I(xf'L_{n+1}')=(n+1)I(fL_{n+1}).$$

The cross terms therefore vanish. The component adds $(n+1)c^2((n+1)!)^2$ to the energy $I(xp'^2)$ and $c^2((n+1)!)^2$ to the variance, while the mean is unchanged:

$$D(p)=D(q)+n\,c^2((n+1)!)^2.$$

Constants have $D=0$. The step $n=0$ adds nothing, so $D=0$ up to degree 1; for $n\ge1$ every nonzero $c$ adds a positive amount. Induction gives both the inequality and its equality case.

**An instance.** For $p=x^2$ the variance is $24-4=20$ and $I(4x^3)=24$, so $D=4$. Since $L_2=x^2-4x+2$, we have $x^2=L_2+(4x-2)$, and the formula gives $1\cdot1^2\cdot(2!)^2=4$.

**What the Lean statement says.** `ℝ[X]` is the type of real polynomials, `expAverage` is $I$, `scaledLaguerre n` is $L_n$ and `poincareDeficit` is $D$. `laguerre_poincare` states the claim for $I$; `laguerre_poincare_integral` restates it with integrals over `Set.Ioi 0`, the open half-line. The only input is `p`. The condition `p.natDegree ≤ 1` includes the zero polynomial, whose `natDegree` is 0. Non-polynomial functions and the oscillator Hamiltonian are not covered.

```lean
import Mathlib

open Polynomial MeasureTheory
open scoped Nat

namespace LaguerreSpectralGap

noncomputable section

/-- The linear functional on real polynomials whose `k`-th moment is `k!`. -/
def expAverage : ℝ[X] →ₗ[ℝ] ℝ :=
  Polynomial.lsum (fun k => (k ! : ℝ) • LinearMap.id)

/-- Laguerre polynomials scaled by `n!`, generated by a first-order raising operator. -/
def scaledLaguerre : ℕ → ℝ[X]
  | 0 => 1
  | n + 1 => X * derivative (scaledLaguerre n) + (C ((n : ℝ) + 1) - X) * scaledLaguerre n

/-- The average of `x p'(x)^2` minus the variance of `p`, both for the exponential weight. -/
def poincareDeficit (p : ℝ[X]) : ℝ :=
  expAverage (X * derivative p ^ 2) - (expAverage (p ^ 2) - expAverage p ^ 2)

/-- The average of the monomial `a x^k` is `a k!`. -/
theorem expAverage_monomial (k : ℕ) (a : ℝ) :
    expAverage (monomial k a) = a * (k ! : ℝ) := by
  rw [expAverage, lsum_apply, sum_monomial_index]
  · simp [mul_comm]
  · simp

/-- Every polynomial is integrable against `exp (-x)` on the half-line, and its integral is
the average `expAverage`. -/
theorem expAverage_eq_integral (p : ℝ[X]) :
    IntegrableOn (fun x : ℝ => Real.exp (-x) * p.eval x) (Set.Ioi 0) ∧
      expAverage p = ∫ x in Set.Ioi (0 : ℝ), Real.exp (-x) * p.eval x := by
  induction p using Polynomial.induction_on' with
  | add p q hp hq =>
    have e : (fun x : ℝ => Real.exp (-x) * (p + q).eval x) =
        fun x => Real.exp (-x) * p.eval x + Real.exp (-x) * q.eval x := by
      funext x
      rw [eval_add, mul_add]
    rw [e]
    exact ⟨Integrable.add hp.1 hq.1, by rw [integral_add hp.1 hq.1, map_add, hp.2, hq.2]⟩
  | monomial k a =>
    -- the moments are values of Euler's Gamma function
    have h := Real.GammaIntegral_convergent (s := (k : ℝ) + 1) (by positivity)
    have g := Real.Gamma_eq_integral (s := (k : ℝ) + 1) (by positivity)
    rw [Real.Gamma_nat_eq_factorial] at g
    simp only [add_sub_cancel_right, Real.rpow_natCast] at h g
    have e : (fun x : ℝ => Real.exp (-x) * (monomial k a).eval x) =
        fun x => a * (Real.exp (-x) * x ^ k) := by
      funext x
      rw [eval_monomial]
      ring
    rw [e]
    exact ⟨Integrable.const_mul h a, by rw [integral_const_mul, expAverage_monomial, g]⟩

/-- Integration by parts: `x q(x)` and its derivative have the same average. -/
theorem expAverage_derivative_X_mul (q : ℝ[X]) :
    expAverage (derivative (X * q)) = expAverage (X * q) := by
  induction q using Polynomial.induction_on' with
  | add p q hp hq => simp only [mul_add, map_add, hp, hq]
  | monomial k a =>
    rw [X_mul_monomial, derivative_monomial, expAverage_monomial, expAverage_monomial,
      Nat.add_sub_cancel, Nat.factorial_succ]
    push_cast
    ring

/-- The scaled Laguerre polynomials satisfy Laguerre's equation `x y'' + (1 - x) y' + n y = 0`. -/
theorem laguerre_equation (n : ℕ) :
    X * derivative (derivative (scaledLaguerre n)) + (1 - X) * derivative (scaledLaguerre n)
      + C (n : ℝ) * scaledLaguerre n = 0 := by
  induction n with
  | zero => simp [scaledLaguerre]
  | succ n ih =>
    have hz : derivative (scaledLaguerre (n + 1)) =
        C ((n : ℝ) + 1) * (derivative (scaledLaguerre n) - scaledLaguerre n) := by
      rw [scaledLaguerre]
      simp only [derivative_add, derivative_mul, derivative_sub, derivative_X, derivative_C,
        derivative_one, C_add, C_1]
      linear_combination ih
    rw [hz, derivative_C_mul, derivative_sub, scaledLaguerre]
    simp only [Nat.cast_add, Nat.cast_one, C_add, C_1]
    linear_combination (C (n : ℝ) + 1) * ih

/-- The overlap of `x^m` with the `n`-th scaled Laguerre polynomial, in closed form. -/
theorem laguerre_moment (m n : ℕ) :
    expAverage (X ^ m * scaledLaguerre n) =
      (∏ j ∈ Finset.range n, ((j : ℝ) - m)) * (m ! : ℝ) := by
  induction n with
  | zero =>
    rw [scaledLaguerre, mul_one, X_pow_eq_monomial, expAverage_monomial]
    simp
  | succ n ih =>
    have h := expAverage_derivative_X_mul (X ^ m * scaledLaguerre n)
    have e : derivative (X * (X ^ m * scaledLaguerre n)) =
        C ((m : ℝ) + 1) * (X ^ m * scaledLaguerre n)
          + X ^ m * (X * derivative (scaledLaguerre n)) := by
      have e' : X * (X ^ m * scaledLaguerre n) = X ^ (m + 1) * scaledLaguerre n := by ring
      rw [e', derivative_mul, derivative_X_pow]
      simp only [Nat.add_sub_cancel, Nat.cast_add, Nat.cast_one]
      ring
    have r : X ^ m * scaledLaguerre (n + 1) = X ^ m * (X * derivative (scaledLaguerre n))
        + C ((n : ℝ) + 1) * (X ^ m * scaledLaguerre n) - X * (X ^ m * scaledLaguerre n) := by
      rw [scaledLaguerre]
      ring
    rw [e] at h
    rw [r, Finset.prod_range_succ]
    simp only [← smul_eq_C_mul] at h ⊢
    simp only [map_add, map_sub, map_smul, smul_eq_mul] at h ⊢
    linear_combination h + ((n : ℝ) - m) * ih

/-- A polynomial of degree at most `n + 1` is a multiple of the Laguerre polynomial of that
order plus a remainder of degree at most `n`. -/
theorem exists_laguerre_remainder (n : ℕ) (p : ℝ[X]) (hp : p.natDegree ≤ n + 1) :
    ∃ (q : ℝ[X]) (c : ℝ), q.natDegree ≤ n ∧ p = q + C c * scaledLaguerre (n + 1) ∧
      c = (-1) ^ (n + 1) * p.coeff (n + 1) := by
  -- degree and leading coefficient of the Laguerre polynomials
  have hL : ∀ k : ℕ, (∀ N, k < N → (scaledLaguerre k).coeff N = 0) ∧
      (scaledLaguerre k).coeff k = (-1) ^ k := by
    intro k
    induction k with
    | zero =>
      refine ⟨fun N hN => ?_, by simp [scaledLaguerre]⟩
      rw [scaledLaguerre, coeff_one, if_neg (by omega)]
    | succ k ih =>
      have h : ∀ i : ℕ, (scaledLaguerre (k + 1)).coeff (i + 1) =
          (scaledLaguerre k).coeff (i + 1) * ((i : ℝ) + 1 + (k + 1))
            - (scaledLaguerre k).coeff i := by
        intro i
        rw [scaledLaguerre, sub_mul]
        simp only [coeff_add, coeff_sub, coeff_X_mul, coeff_derivative, coeff_C_mul]
        ring
      refine ⟨fun N hN => ?_, ?_⟩
      · obtain ⟨i, rfl⟩ : ∃ i, N = i + 1 := ⟨N - 1, by omega⟩
        rw [h, ih.1 (i + 1) (by omega), ih.1 i (by omega)]
        ring
      · rw [h, ih.1 (k + 1) (by omega), ih.2]
        ring
  have hs : (-1 : ℝ) ^ (n + 1) * (-1) ^ (n + 1) = 1 := by
    rw [← mul_pow]
    norm_num
  refine ⟨p - C ((-1) ^ (n + 1) * p.coeff (n + 1)) * scaledLaguerre (n + 1), _, ?_,
    (sub_add_cancel _ _).symm, rfl⟩
  rw [natDegree_le_iff_coeff_eq_zero]
  intro N hN
  rw [coeff_sub, coeff_C_mul]
  rcases Nat.eq_or_lt_of_le (Nat.succ_le_of_lt hN) with h | h
  · obtain rfl : N = n + 1 := h.symm
    rw [(hL (n + 1)).2]
    linear_combination (-p.coeff (n + 1)) * hs
  · rw [(hL (n + 1)).1 N h, coeff_eq_zero_of_natDegree_lt (lt_of_le_of_lt hp h)]
    ring

/-- The `n`-th scaled Laguerre polynomial is orthogonal to all polynomials of lower degree, and
its squared norm is `(n!)^2`. -/
theorem laguerre_orthogonality (n : ℕ) :
    (∀ q : ℝ[X], q.natDegree < n → expAverage (q * scaledLaguerre n) = 0) ∧
      expAverage (scaledLaguerre n * scaledLaguerre n) = (n ! : ℝ) ^ 2 := by
  have ho : ∀ q : ℝ[X], q.natDegree < n → expAverage (q * scaledLaguerre n) = 0 := by
    intro q hq
    rw [q.as_sum_range' n hq, Finset.sum_mul, map_sum]
    refine Finset.sum_eq_zero fun m hm => ?_
    have hz : (∏ j ∈ Finset.range n, ((j : ℝ) - m)) = 0 :=
      Finset.prod_eq_zero hm (sub_self _)
    rw [← C_mul_X_pow_eq_monomial, mul_assoc, ← smul_eq_C_mul, map_smul, laguerre_moment, hz]
    simp
  refine ⟨ho, ?_⟩
  have hprod : ∀ k : ℕ, (∏ j ∈ Finset.range k, ((j : ℝ) - k)) = (-1) ^ k * (k ! : ℝ) := by
    intro k
    induction k with
    | zero => simp
    | succ k ih =>
      rw [Finset.prod_range_succ', Nat.factorial_succ]
      simp only [Nat.cast_add, Nat.cast_one, add_sub_add_right_eq_sub, ih, Nat.cast_mul,
        Nat.cast_zero]
      ring
  cases n with
  | zero => simpa [scaledLaguerre] using expAverage_monomial 0 1
  | succ n =>
    -- expand the top power of x in the Laguerre polynomial and lower degrees
    obtain ⟨q, c, hq, h, hc⟩ := exists_laguerre_remainder n (X ^ (n + 1)) (natDegree_X_pow_le _)
    rw [coeff_X_pow_self, mul_one] at hc
    have m := laguerre_moment (n + 1) (n + 1)
    rw [h, add_mul, map_add, ho q (by omega), mul_assoc, ← smul_eq_C_mul, map_smul,
      smul_eq_mul, hprod, hc] at m
    exact mul_left_cancel₀ (pow_ne_zero (n + 1) (by norm_num : (-1 : ℝ) ≠ 0))
      (by linear_combination m)

/-- Adding a Laguerre component of order `n + 1` to a polynomial of degree at most `n` raises
the deficit by `n` times the squared norm of that component. -/
theorem poincareDeficit_add (n : ℕ) (q : ℝ[X]) (c : ℝ) (hq : q.natDegree ≤ n) :
    poincareDeficit (q + C c * scaledLaguerre (n + 1)) =
      poincareDeficit q + n * c ^ 2 * ((n + 1)! : ℝ) ^ 2 := by
  obtain ⟨ho, hN⟩ := laguerre_orthogonality (n + 1)
  have o1 := ho q (by omega)
  have o2 : expAverage (scaledLaguerre (n + 1)) = 0 := by
    simpa using ho 1 (by simp)
  have ode := laguerre_equation (n + 1)
  generalize scaledLaguerre (n + 1) = L at *
  -- the Dirichlet form against an eigenfunction is the eigenvalue times the overlap
  have dir : ∀ p : ℝ[X], expAverage (X * (derivative p * derivative L)) =
      ((n + 1 : ℕ) : ℝ) * expAverage (p * L) := by
    intro p
    have h := expAverage_derivative_X_mul (p * derivative L)
    have e : derivative (X * (p * derivative L)) = X * (derivative p * derivative L)
        + X * (p * derivative L) - C ((n + 1 : ℕ) : ℝ) * (p * L) := by
      simp only [derivative_mul, derivative_X]
      linear_combination p * ode
    rw [e, map_sub, map_add, ← smul_eq_C_mul, map_smul, smul_eq_mul] at h
    linarith
  have e1 : X * derivative (q + C c * L) ^ 2 = X * derivative q ^ 2
      + C c * (X * (derivative q * derivative L)) + C c * (X * (derivative q * derivative L))
      + C c * (C c * (X * (derivative L * derivative L))) := by
    rw [derivative_add, derivative_C_mul]
    ring
  have e2 : (q + C c * L) ^ 2 = q ^ 2 + C c * (q * L) + C c * (q * L)
      + C c * (C c * (L * L)) := by ring
  unfold poincareDeficit
  rw [e1, e2]
  simp only [← smul_eq_C_mul, map_add, map_smul, smul_eq_mul, dir, o1, o2, hN,
    Nat.cast_add, Nat.cast_one]
  ring

/-- Sharp Poincaré inequality for the exponential weight: the variance of a polynomial is at most
the average of `x p'(x)^2`, with equality exactly for degree at most one. -/
theorem laguerre_poincare (p : ℝ[X]) :
    expAverage (p ^ 2) - expAverage p ^ 2 ≤ expAverage (X * derivative p ^ 2) ∧
      (expAverage (p ^ 2) - expAverage p ^ 2 = expAverage (X * derivative p ^ 2) ↔
        p.natDegree ≤ 1) := by
  have key : ∀ (n : ℕ) (p : ℝ[X]), p.natDegree ≤ n →
      0 ≤ poincareDeficit p ∧ (poincareDeficit p = 0 ↔ p.natDegree ≤ 1) := by
    intro n
    induction n with
    | zero =>
      intro p hp
      obtain ⟨a, rfl⟩ : ∃ a, p = C a := ⟨_, eq_C_of_natDegree_le_zero hp⟩
      have hC : ∀ b : ℝ, expAverage (C b) = b := fun b => by
        simpa using expAverage_monomial 0 b
      have hD : poincareDeficit (C a) = 0 := by
        rw [poincareDeficit, derivative_C, ← C_pow, hC, hC]
        simp
      exact ⟨hD.ge, by simp [hD]⟩
    | succ n ih =>
      intro p hp
      -- split off the highest Laguerre component
      obtain ⟨q, c, hq, h, hc⟩ := exists_laguerre_remainder n p hp
      have hD := (congrArg poincareDeficit h).trans (poincareDeficit_add n q c hq)
      obtain ⟨h0, h1⟩ := ih q hq
      have hnn : 0 ≤ (n : ℝ) * c ^ 2 * ((n + 1)! : ℝ) ^ 2 := by positivity
      refine ⟨by linarith, ?_⟩
      rcases Nat.eq_zero_or_pos n with hn | hn
      · have hq0 := h1.2 (by omega)
        refine ⟨fun _ => by omega, fun _ => ?_⟩
        rw [hD, hq0, hn]
        simp
      · have hn' : (0 : ℝ) < n := by exact_mod_cast hn
        have hpq : c = 0 → p = q := fun hc0 => by
          rw [h, hc0, C_0, zero_mul, add_zero]
        constructor
        · intro h2
          have hc0 : c = 0 := by
            by_contra hne
            have : 0 < (n : ℝ) * c ^ 2 * ((n + 1)! : ℝ) ^ 2 := by positivity
            linarith
          rw [hpq hc0]
          exact h1.1 (by linarith)
        · intro h2
          have h3 : p.coeff (n + 1) = 0 := coeff_eq_zero_of_natDegree_lt (by omega)
          have h4 := hpq (by rw [hc, h3, mul_zero])
          rw [h4] at h2 ⊢
          exact h1.2 h2
  obtain ⟨h0, h1⟩ := key p.natDegree p le_rfl
  unfold poincareDeficit at h0 h1
  refine ⟨by linarith, ?_⟩
  rw [← h1]
  constructor <;> intro h <;> linarith

/-- The bound of the variance of `p` by the average of `x p'(x)^2`, with equality exactly for degree
at most one, written with integrals over the half-line against `exp (-x)`. -/
theorem laguerre_poincare_integral (p : ℝ[X]) :
    (∫ x in Set.Ioi (0 : ℝ), Real.exp (-x) * p.eval x ^ 2)
        - (∫ x in Set.Ioi (0 : ℝ), Real.exp (-x) * p.eval x) ^ 2
      ≤ ∫ x in Set.Ioi (0 : ℝ), Real.exp (-x) * (x * (derivative p).eval x ^ 2) ∧
    ((∫ x in Set.Ioi (0 : ℝ), Real.exp (-x) * p.eval x ^ 2)
        - (∫ x in Set.Ioi (0 : ℝ), Real.exp (-x) * p.eval x) ^ 2
      = ∫ x in Set.Ioi (0 : ℝ), Real.exp (-x) * (x * (derivative p).eval x ^ 2) ↔
      p.natDegree ≤ 1) := by
  have h := laguerre_poincare p
  rw [(expAverage_eq_integral (p ^ 2)).2, (expAverage_eq_integral p).2,
    (expAverage_eq_integral (X * derivative p ^ 2)).2] at h
  simp only [eval_mul, eval_pow, eval_X] at h
  exact h

end

end LaguerreSpectralGap
```

```lean
#print axioms LaguerreSpectralGap.laguerre_poincare
-- 'LaguerreSpectralGap.laguerre_poincare' depends on axioms: [propext, Classical.choice, Quot.sound]
#print axioms LaguerreSpectralGap.laguerre_poincare_integral
-- 'LaguerreSpectralGap.laguerre_poincare_integral' depends on axioms: [propext, Classical.choice, Quot.sound]
```

**How the proof runs.** `expAverage_eq_integral` obtains the moments from the Gamma function and also proves integrability. `expAverage_derivative_X_mul` checks integration by parts on monomials. In `laguerre_equation` and `laguerre_moment`, `linear_combination` carries out the substitutions above.

`exists_laguerre_remainder` finds $c$ by matching top coefficients, and `laguerre_orthogonality` reads the overlaps and norm from the moments. In `poincareDeficit_add`, the local fact `dir` is the energy identity for $L_{n+1}$. The induction `key` in `laguerre_poincare` treats $n=0$ separately, because there $c$ may be nonzero at no cost.

**A wider model.** The inequality could be posed on a weighted Sobolev space instead of on polynomials. That would admit rotationally symmetric trial states other than a polynomial times $e^{-x/2}$. One route uses weak derivatives and approximation by polynomials. The equality case would then speak of affine functions rather than of degree, and it would not follow merely by passing the equality statement for polynomials to the limit, since a strict inequality can become an equality in the limit.
